# Squaring does not preserve the operator order

The two-level Hamiltonian \(A=\begin{pmatrix}1&1\\1&1\end{pmatrix}\) becomes \(B=\begin{pmatrix}2&1\\1&1\end{pmatrix}\) when the first site energy is raised by one unit, so no expectation value of the energy goes down. Yet in the unnormalised state \((1,-2)\) the second moment falls, from \(\|Ax\|^2=2\) to \(\|Bx\|^2=1\).

In Lean 4 with Mathlib:

```lean
import Mathlib

open Matrix
open scoped ComplexOrder

namespace SquareNotOperatorMonotone

variable {𝕜 : Type*} [RCLike 𝕜] {n : Type*} [Fintype n] [DecidableEq n]

/-- The operator order `A ≤ B`: the difference `B - A` is positive semidefinite. -/
def LoewnerLE (A B : Matrix n n 𝕜) : Prop := (B - A).PosSemidef

/-- A map of matrices is operator monotone on the positive cone if it preserves the operator
order between positive semidefinite matrices. -/
def IsOperatorMonotone (f : Matrix n n 𝕜 → Matrix n n 𝕜) : Prop :=
  ∀ A B : Matrix n n 𝕜, A.PosSemidef → B.PosSemidef → LoewnerLE A B → LoewnerLE (f A) (f B)

/-- If `D` is Hermitian and `A² ≤ (A + D)²`, then `A` maps every state annihilated by the
perturbation `D` to a state annihilated by `D`. -/
theorem ker_invariant_of_sq_le {A D : Matrix n n 𝕜} (hD : D.IsHermitian)
    (h : LoewnerLE (A ^ 2) ((A + D) ^ 2)) {x : n → 𝕜} (hx : D *ᵥ x = 0) :
    D *ᵥ (A *ᵥ x) = 0 := by
  have h' : ((A + D) ^ 2 - A ^ 2).PosSemidef := h
  have hexp : (A + D) ^ 2 - A ^ 2 = A * D + D * A + D * D := by
    simp only [pow_two]
    noncomm_ring
  -- on the kernel of D only the cross term D A survives
  have hMx : ((A + D) ^ 2 - A ^ 2) *ᵥ x = D *ᵥ (A *ᵥ x) := by
    rw [hexp, add_mulVec, add_mulVec]
    simp only [← mulVec_mulVec, hx, mulVec_zero, zero_add, add_zero]
  have hxD : star x ᵥ* D = 0 := by
    have h1 := star_mulVec D x
    rw [hx, hD.eq] at h1
    rw [← h1, star_zero]
  -- its expectation value vanishes, so positivity kills the whole vector
  have hq : star x ⬝ᵥ ((A + D) ^ 2 - A ^ 2) *ᵥ x = 0 := by
    rw [hMx, dotProduct_mulVec, hxD, zero_dotProduct]
  rw [← hMx]
  exact (h'.dotProduct_mulVec_zero_iff x).1 hq

/-- For positive semidefinite `A`, an orthogonal projector `P` and a coupling `t > 0`, one has
`A² ≤ (A + t P)²` exactly when `A` commutes with `P`. -/
theorem sq_le_iff_commute {A P : Matrix n n 𝕜} (hA : A.PosSemidef) (hP : P.IsHermitian)
    (hPP : P * P = P) {t : ℝ} (ht : 0 < t) :
    LoewnerLE (A ^ 2) ((A + (t : 𝕜) • P) ^ 2) ↔ A * P = P * A := by
  constructor
  · intro h
    have hs : star (t : 𝕜) = (t : 𝕜) := by
      exact RCLike.conj_ofReal t
    have hD : ((t : 𝕜) • P).IsHermitian := by
      unfold Matrix.IsHermitian
      rw [conjTranspose_smul, hs, hP.eq]
    have ht0 : (t : 𝕜) ≠ 0 := by simpa using ht.ne'
    have hz : ∀ M : Matrix n n 𝕜, (∀ x, M *ᵥ x = 0) → M = 0 := by
      intro M hM
      ext i j
      simpa using congrFun (hM (Pi.single j 1)) i
    -- the range of 1 - P lies in the kernel of the perturbation
    have h0 : ((t : 𝕜) • P) * (A * (1 - P)) = 0 := by
      refine hz _ fun x => ?_
      have hk : ((t : 𝕜) • P) *ᵥ ((1 - P) *ᵥ x) = 0 := by
        rw [mulVec_mulVec, Matrix.smul_mul, Matrix.mul_sub, Matrix.mul_one, hPP, sub_self,
          smul_zero, zero_mulVec]
      have h1 := ker_invariant_of_sq_le hD h hk
      simpa only [mulVec_mulVec, Matrix.mul_assoc] using h1
    rw [Matrix.smul_mul] at h0
    have h1 : P * (A * (1 - P)) = 0 := (smul_eq_zero.1 h0).resolve_left ht0
    have h2 : P * A - P * A * P = P * (A * (1 - P)) := by noncomm_ring
    have h3 : P * A = P * A * P := sub_eq_zero.1 (h2.trans h1)
    -- the adjoint relation removes the other off-diagonal block
    have h4 := congrArg conjTranspose h3
    simp only [conjTranspose_mul, hP.eq, hA.isHermitian.eq] at h4
    calc A * P = P * (A * P) := h4
      _ = P * A * P := (Matrix.mul_assoc _ _ _).symm
      _ = P * A := h3.symm
  · intro hc
    have ht' : (0 : 𝕜) ≤ (t : 𝕜) := by
      exact RCLike.ofReal_nonneg.2 ht.le
    have hPAP : P * A * P = P * A := by
      rw [Matrix.mul_assoc, hc, ← Matrix.mul_assoc, hPP]
    -- the difference of squares is 2 t P A P + t² P P
    have hexp : (A + (t : 𝕜) • P) ^ 2 - A ^ 2
        = (t : 𝕜) • (Pᴴ * A * P) + (t : 𝕜) • (Pᴴ * A * P)
          + (t : 𝕜) • ((t : 𝕜) • (Pᴴ * P)) := by
      rw [hP.eq, hPAP]
      simp only [pow_two, add_mul, mul_add, smul_mul_assoc, mul_smul_comm, hc]
      module
    have h1 : ((t : 𝕜) • (Pᴴ * A * P)).PosSemidef :=
      (hA.conjTranspose_mul_mul_same P).smul ht'
    have h2 : ((t : 𝕜) • ((t : 𝕜) • (Pᴴ * P))).PosSemidef :=
      ((posSemidef_conjTranspose_mul_self P).smul ht').smul ht'
    unfold LoewnerLE
    rw [hexp]
    exact (h1.add h1).add h2

/-- In every dimension of at least two, over the real or complex numbers, squaring is not
operator monotone on the positive cone. -/
theorem sq_not_operatorMonotone [Nontrivial n] :
    ¬ IsOperatorMonotone (fun M : Matrix n n 𝕜 => M ^ 2) := by
  intro h
  obtain ⟨i, j, hij⟩ := exists_pair_ne n
  -- the all-ones matrix and the projector on site i
  obtain ⟨A, hAdef⟩ : ∃ A : Matrix n n 𝕜, A = Matrix.of fun _ _ => (1 : 𝕜) := ⟨_, rfl⟩
  obtain ⟨P, hPdef⟩ : ∃ P : Matrix n n 𝕜,
      P = diagonal fun k => if k = i then (1 : 𝕜) else 0 := ⟨_, rfl⟩
  have hA : A.PosSemidef := by
    have e : A = (Matrix.of fun _ _ => (1 : 𝕜) : Matrix Unit n 𝕜)ᴴ
        * (Matrix.of fun _ _ => (1 : 𝕜) : Matrix Unit n 𝕜) := by
      rw [hAdef]
      ext a b
      simp [Matrix.mul_apply]
    rw [e]
    exact posSemidef_conjTranspose_mul_self _
  have hP : P.IsHermitian := by
    unfold Matrix.IsHermitian
    rw [hPdef, diagonal_conjTranspose]
    refine congrArg diagonal (funext fun k => ?_)
    by_cases hk : k = i <;> simp [hk]
  have hPP : P * P = P := by
    rw [hPdef, diagonal_mul_diagonal]
    refine congrArg diagonal (funext fun k => ?_)
    by_cases hk : k = i <;> simp [hk]
  have hPpos : P.PosSemidef := by
    have e := posSemidef_conjTranspose_mul_self P
    rwa [hP.eq, hPP] at e
  have hB : (A + ((1 : ℝ) : 𝕜) • P).PosSemidef := hA.add (by simpa using hPpos)
  have hle : LoewnerLE A (A + ((1 : ℝ) : 𝕜) • P) := by
    unfold LoewnerLE
    simpa using hPpos
  -- monotonicity would force the two to commute
  have hc : A * P = P * A := (sq_le_iff_commute hA hP hPP one_pos).1 (h _ _ hA hB hle)
  have e := congrFun (congrFun hc j) i
  rw [hAdef, hPdef, mul_diagonal, diagonal_mul] at e
  simp [hij.symm] at e

/-- The unperturbed two-level operator `[[1,1],[1,1]]`. -/
def matA : Matrix (Fin 2) (Fin 2) ℝ := !![1, 1; 1, 1]

/-- The perturbed two-level operator `[[2,1],[1,1]]`. -/
def matB : Matrix (Fin 2) (Fin 2) ℝ := !![2, 1; 1, 1]

/-- The matrix `[[1,0],[0,0]]`, acting on the first level only. -/
def matP : Matrix (Fin 2) (Fin 2) ℝ := !![1, 0; 0, 0]

/-- The number `(3 - √13) / 2`. -/
noncomputable def lowEig : ℝ := (3 - Real.sqrt 13) / 2

/-- Both two-level operators are positive semidefinite and `A ≤ B`. -/
theorem matA_le_matB : matA.PosSemidef ∧ matB.PosSemidef ∧ LoewnerLE matA matB := by
  -- each matrix has the form Cᴴ C
  have hA : matA = (!![1, 1; 0, 0] : Matrix (Fin 2) (Fin 2) ℝ)ᴴ * !![1, 1; 0, 0] := by
    ext i j
    fin_cases i <;> fin_cases j <;> simp [matA, Matrix.mul_apply, Fin.sum_univ_two] <;> norm_num
  have hB : matB = (!![1, 1; 1, 0] : Matrix (Fin 2) (Fin 2) ℝ)ᴴ * !![1, 1; 1, 0] := by
    ext i j
    fin_cases i <;> fin_cases j <;> simp [matB, Matrix.mul_apply, Fin.sum_univ_two] <;> norm_num
  have hD : matB - matA = matPᴴ * matP := by
    ext i j
    fin_cases i <;> fin_cases j <;>
      simp [matA, matB, matP, Matrix.mul_apply, Fin.sum_univ_two] <;> norm_num
  refine ⟨?_, ?_, ?_⟩
  · rw [hA]
    exact posSemidef_conjTranspose_mul_self _
  · rw [hB]
    exact posSemidef_conjTranspose_mul_self _
  · unfold LoewnerLE
    rw [hD]
    exact posSemidef_conjTranspose_mul_self _

/-- The difference of the squares is `[[3,1],[1,0]]`. -/
theorem sq_diff : matB ^ 2 - matA ^ 2 = !![3, 1; 1, 0] := by
  ext i j
  fin_cases i <;> fin_cases j <;>
    simp [matA, matB, pow_two, Matrix.mul_apply, Fin.sum_univ_two] <;> norm_num

/-- The number `μ = (3 - √13) / 2` is negative and is an eigenvalue of `B² - A²`, with the
nonzero eigenvector `(μ, 1)`. -/
theorem sq_diff_negative_eigenvalue :
    lowEig < 0 ∧ (![lowEig, 1] : Fin 2 → ℝ) ≠ 0 ∧
      (matB ^ 2 - matA ^ 2) *ᵥ ![lowEig, 1] = lowEig • ![lowEig, 1] := by
  have hs : Real.sqrt 13 ^ 2 = 13 := Real.sq_sqrt (by norm_num)
  have h3 : 3 < Real.sqrt 13 := by
    by_contra hcon
    have hle : Real.sqrt 13 ≤ 3 := not_lt.1 hcon
    nlinarith [Real.sqrt_nonneg 13]
  -- the secular equation μ² = 3 μ + 1
  have hq : lowEig * lowEig = 3 * lowEig + 1 := by
    unfold lowEig
    linear_combination (1 / 4) * hs
  refine ⟨?_, ?_, ?_⟩
  · unfold lowEig
    linarith
  · intro h
    have e := congrFun h 1
    simp at e
  · rw [sq_diff]
    ext i
    fin_cases i <;> simp [mulVec, dotProduct, Fin.sum_univ_two] <;> linarith [hq]

/-- The two-level counter-example: `A` and `B` are positive semidefinite with `A ≤ B`, yet
`B² - A²` has determinant `-1` and `A² ≤ B²` fails. -/
theorem counterexample :
    matA.PosSemidef ∧ matB.PosSemidef ∧ LoewnerLE matA matB ∧
      (matB ^ 2 - matA ^ 2).det = -1 ∧ ¬ LoewnerLE (matA ^ 2) (matB ^ 2) := by
  refine ⟨matA_le_matB.1, matA_le_matB.2.1, matA_le_matB.2.2, ?_, ?_⟩
  · rw [sq_diff, det_fin_two_of]
    norm_num
  · intro h
    have h' : (matB ^ 2 - matA ^ 2).PosSemidef := h
    -- the trial state (1, -2) has expectation value -1
    have h2 : (0 : ℝ) ≤ star ![(1 : ℝ), -2] ⬝ᵥ (matB ^ 2 - matA ^ 2) *ᵥ ![(1 : ℝ), -2] :=
      h'.dotProduct_mulVec_nonneg _
    have e : star ![(1 : ℝ), -2] ⬝ᵥ (matB ^ 2 - matA ^ 2) *ᵥ ![(1 : ℝ), -2] = -1 := by
      rw [sq_diff]
      simp [mulVec, dotProduct, Fin.sum_univ_two] <;> norm_num
    rw [e] at h2
    norm_num at h2

/-- The matrix `P = [[1,0],[0,0]]` is an orthogonal projector, `B = A + P` with `A` positive
semidefinite, and `A` does not commute with `P`. -/
theorem projector_witness :
    matA.PosSemidef ∧ matP.IsHermitian ∧ matP * matP = matP ∧ matB = matA + matP ∧
      matA * matP ≠ matP * matA := by
  refine ⟨matA_le_matB.1, ?_, ?_, ?_, ?_⟩
  · unfold Matrix.IsHermitian
    ext i j
    fin_cases i <;> fin_cases j <;> simp [matP]
  · ext i j
    fin_cases i <;> fin_cases j <;> simp [matP, Matrix.mul_apply, Fin.sum_univ_two]
  · ext i j
    fin_cases i <;> fin_cases j <;> simp [matA, matB, matP] <;> norm_num
  · intro h
    have e := congrFun (congrFun h 1) 0
    simp [matA, matP, Matrix.mul_apply, Fin.sum_univ_two] at e

/-- For `H = [[4,0],[0,1]]` and the Hermitian perturbation `P = [[1,0],[0,0]]` one has
`H² ≤ (H + P)²`, and `P` annihilates the state `(0, 1)`. -/
theorem kernel_witness :
    matP.IsHermitian ∧
      LoewnerLE ((!![4, 0; 0, 1] : Matrix (Fin 2) (Fin 2) ℝ) ^ 2) ((!![4, 0; 0, 1] + matP) ^ 2) ∧
      matP *ᵥ ![0, 1] = 0 := by
  refine ⟨projector_witness.2.1, ?_, ?_⟩
  · have e : (!![4, 0; 0, 1] + matP) ^ 2 - (!![4, 0; 0, 1] : Matrix (Fin 2) (Fin 2) ℝ) ^ 2
        = (!![3, 0; 0, 0] : Matrix (Fin 2) (Fin 2) ℝ)ᴴ * !![3, 0; 0, 0] := by
      ext i j
      fin_cases i <;> fin_cases j <;>
        simp [matP, pow_two, Matrix.mul_apply, Fin.sum_univ_two] <;> norm_num
    unfold LoewnerLE
    rw [e]
    exact posSemidef_conjTranspose_mul_self _
  · ext i
    fin_cases i <;> simp [matP, mulVec, dotProduct, Fin.sum_univ_two]

end SquareNotOperatorMonotone
```

```lean
#print axioms SquareNotOperatorMonotone.sq_not_operatorMonotone
#print axioms SquareNotOperatorMonotone.sq_diff_negative_eigenvalue
#print axioms SquareNotOperatorMonotone.counterexample
```

```
'SquareNotOperatorMonotone.sq_not_operatorMonotone' depends on axioms: [propext, Classical.choice, Quot.sound]
'SquareNotOperatorMonotone.sq_diff_negative_eigenvalue' depends on axioms: [propext, Classical.choice, Quot.sound]
'SquareNotOperatorMonotone.counterexample' depends on axioms: [propext, Classical.choice, Quot.sound]
```

## What the theorems state

Operators are square matrices `Matrix n n 𝕜`, where the finite index type `n` labels an orthonormal basis and `𝕜` is the real or the complex field. A state is a column `n → 𝕜`, not necessarily normalised. `M *ᵥ x` is \(Mx\), `Pᴴ` is the adjoint \(P^\dagger\), and `star x ⬝ᵥ M *ᵥ x` is \(\langle x|M|x\rangle\), antilinear in the left slot. `PosSemidef` means Hermitian with \(\langle x|M|x\rangle\) real and non-negative for every \(x\); zero eigenvalues are allowed, and \(A\) has one.

`LoewnerLE A B` is the order \(A\le B\), defined as positive semidefiniteness of \(B-A\). It constrains the difference only and does not ask that \(A\) and \(B\) be Hermitian separately. `IsOperatorMonotone f` says that \(A\ge0\), \(B\ge0\) and \(A\le B\) imply \(f(A)\le f(B)\). Here `f` is any map of matrices of one fixed size, and `M ^ 2` is the matrix product \(MM\).

The two-level results are over the reals. `counterexample` states that `matA` and `matB` are positive semidefinite, that \(A\le B\), that \(\det(B^2-A^2)=-1\), and that \(A^2\le B^2\) fails. `sq_diff_negative_eigenvalue` states that `lowEig`, the number \(\mu=(3-\sqrt{13})/2\), is negative and that the nonzero vector \((\mu,1)\) is an eigenvector of \(B^2-A^2\) with eigenvalue \(\mu\). The other eigenvalue is not mentioned.

Three results are not limited to two levels and hold over either field. `ker_invariant_of_sq_le` takes a Hermitian \(D\) and an arbitrary matrix \(A\) with \(A^2\le(A+D)^2\), and concludes that \(Dx=0\) implies \(DAx=0\). `sq_le_iff_commute` takes \(A\ge0\), an orthogonal projector \(P\), encoded by `P.IsHermitian` and `P * P = P`, and a real coupling \(t>0\), and states
\[
A^2\le (A+tP)^2\iff AP=PA .
\]
`sq_not_operatorMonotone` states that squaring is not operator monotone once `n` has two distinct elements, which is the meaning of `[Nontrivial n]`. The failure is established for each such size separately.

## The physics encoded

For Hermitian \(A\) and \(B\), the relation \(A\le B\) says \(\langle x|A|x\rangle\le\langle x|B|x\rangle\) in every state, as when a repulsive term is added to a Hamiltonian. For finite Hamiltonian matrices, the example shows that such a term can lower \(\langle H^2\rangle\), the second moment that enters the energy variance of a trial wavefunction, even when both Hamiltonians are non-negative. For the special one-parameter perturbation \(tP\), a uniform upward shift of one subspace, applied to a non-negative Hamiltonian, the second moment decreases in no state exactly when the Hamiltonian does not couple that subspace to its complement.

Several hypotheses are needed for the following reasons. Without \(A\ge0\) the backward implication of the equivalence fails in one dimension: \(A=-1\), \(P=1\), \(t=1\) commute, while \(A^2=1\) and \((A+P)^2=0\). At \(t=0\) the inequality holds for every \(A\) and \(P\), commuting or not. If \(D\) is not Hermitian, take \(A=\begin{pmatrix}0&0\\1&0\end{pmatrix}\) and \(D=\begin{pmatrix}0&1\\0&0\end{pmatrix}\): then \((A+D)^2-A^2\) is the identity and \(D\) annihilates \(x=(1,0)\), but \(DAx=(1,0)\). In one dimension \(0\le a\le b\) gives \(a^2\le b^2\), so two levels are the minimum.

Everything is finite-dimensional, so unbounded operators and their domains do not arise. The equivalence covers positive multiples of a projector; for a general Hermitian perturbation only the necessary condition on its kernel is stated. Two related facts are quoted without a theorem above to support them. For Hermitian \(A\) and \(B\) with \(A\le B\), the ordered eigenvalues of \(B\) are at least those of \(A\), so for non-negative operators the ordered eigenvalues of the squares obey the same inequality, and what squaring breaks is the stronger state-by-state comparison. The powers \(M^p\) with \(0\le p\le1\), the square root among them, do preserve the order on positive semidefinite matrices.

## The two-level case

For a real state \((u,v)\) the quadratic forms are
\[
\langle A\rangle=(u+v)^2,\qquad \langle B\rangle=(u+v)^2+u^2,\qquad \langle B-A\rangle=u^2 ,
\]
all non-negative. In matrix form each is \(C^\dagger C\), with \(C=\begin{pmatrix}1&1\\0&0\end{pmatrix}\) for \(A\), \(C=\begin{pmatrix}1&1\\1&0\end{pmatrix}\) for \(B\), and \(C=P=\mathrm{diag}(1,0)\), which is `matP`, for the difference. `matA_le_matB` checks these three factorisations entry by entry and applies `posSemidef_conjTranspose_mul_self`, the statement \(\langle x|C^\dagger C|x\rangle=\|Cx\|^2\ge0\).

The squares are
\[
A^2=\begin{pmatrix}2&2\\2&2\end{pmatrix},\qquad B^2=\begin{pmatrix}5&3\\3&2\end{pmatrix},\qquad M=B^2-A^2=\begin{pmatrix}3&1\\1&0\end{pmatrix},
\]
and the last equality is `sq_diff`. The determinant is \(3\cdot0-1\cdot1=-1\). The secular equation is \(\mu^2-3\mu-1=0\), with roots \((3\pm\sqrt{13})/2\). For the lower root \(M(\mu,1)=(3\mu+1,\mu)=\mu\,(\mu,1)\), because \(3\mu+1=\mu^2\). In the proof `hq` is this secular equation, obtained from `hs`, \((\sqrt{13})^2=13\): one has \(\mu^2-3\mu-1=\tfrac14\big((\sqrt{13})^2-13\big)\), which is the content of `linear_combination (1 / 4) * hs`. The bound `h3`, \(3<\sqrt{13}\), makes \(\mu\) negative.

`counterexample` refutes \(A^2\le B^2\) without the eigenvalue. It uses \(x=(1,-2)\), for which \(Mx=(1,1)\) and \(\langle x|M|x\rangle=1-2=-1\), against the non-negativity recorded in `h2`.

The mechanism is visible in \(M\). Its lower diagonal entry vanishes and the off-diagonal entry does not. In the state \((s,1)\) the expectation value is \(3s^2+2s\), which is negative for \(-2/3<s<0\) because the term linear in \(s\) dominates; the trial state is \(-2\) times the case \(s=-\tfrac12\). The state \((0,1)\) is annihilated by \(P\), and the off-diagonal entry is the first component of \(M(0,1)=PA(0,1)=(1,0)\).

## The kernel of the perturbation

A positive semidefinite \(M\) with \(\langle x|M|x\rangle=0\) has \(Mx=0\). For real \(\varepsilon\) and \(y=Mx\),
\[
0\le\langle x+\varepsilon y|M|x+\varepsilon y\rangle=2\varepsilon\|Mx\|^2+\varepsilon^2\langle y|M|y\rangle ,
\]
and a small negative \(\varepsilon\) would make the right side negative unless \(Mx=0\). The proof takes this fact from Mathlib as `dotProduct_mulVec_zero_iff`.

Now let \(M=(A+D)^2-A^2=AD+DA+D^2\), which is `hexp`, expanded by `noncomm_ring` without commuting any factors. If \(Dx=0\), the terms \(ADx\) and \(D^2x\) vanish and \(Mx=DAx\), which is `hMx`. Since \(D\) is Hermitian, \(\langle x|D=(Dx)^\dagger=0\), which is `hxD`. Hence \(\langle x|M|x\rangle=\langle x|D\,Ax\rangle=0\), which is `hq`. If \(M\ge0\), then \(Mx=0\), that is \(DAx=0\).

`kernel_witness` gives a case with a nonzero perturbation and a nonzero kernel vector. For \(H=\mathrm{diag}(4,1)\) the difference \((H+P)^2-H^2=\mathrm{diag}(25-16,\,0)\) equals \(C^\dagger C\) with \(C=\mathrm{diag}(3,0)\), and \(P(0,1)=0\).

## Projector perturbations

Suppose \(A^2\le(A+tP)^2\) and put \(D=tP\), Hermitian because \(t\) is real (`hD`). For any \(x\), \(D(1-P)x=t(P-P^2)x=0\), which is `hk`. The kernel theorem gives \(tPA(1-P)x=0\) for all \(x\). A matrix that annihilates every basis vector is zero (`hz`), so \(tPA(1-P)=0\), which is `h0`. Dividing by \(t\ne0\) gives \(PA=PAP\), which is `h3`: one off-diagonal block of \(A\) vanishes. The adjoint of this relation, with \(A^\dagger=A\) and \(P^\dagger=P\), is \(AP=PAP\), which is `h4`, and the `calc` chain joins the two into \(AP=PA\). This direction uses only that \(A\) is Hermitian and \(t\neq0\).

Conversely, let \(AP=PA\). Then \(PAP=P^2A=PA\), which is `hPAP`, and
\[
(A+tP)^2-A^2=t(AP+PA)+t^2P^2=t\,PAP+t\,PAP+t^2\,P^\dagger P ,
\]
the form written in the second `hexp`. Each term is positive semidefinite: \(\langle x|P^\dagger AP|x\rangle=\langle Px|A|Px\rangle\ge0\) by `conjTranspose_mul_mul_same`, \(\langle x|P^\dagger P|x\rangle=\|Px\|^2\ge0\), and the factors \(t\) are non-negative. Positivity of \(A\) and the sign of \(t\) enter here.

## Every dimension from two upward

`sq_not_operatorMonotone` picks two distinct sites \(i\ne j\), lets \(A\) be the matrix with every entry equal to one, and lets \(P\) project on site \(i\). With \(r\) the row of ones, a `Matrix Unit n 𝕜`, one has \(A=r^\dagger r\ge0\). Also \(P=P^\dagger P\ge0\), so \(A+P\ge0\) and \(A\le A+P\), which are `hB` and `hle`. Monotonicity of squaring would give \(A^2\le(A+P)^2\), and the equivalence at \(t=1\) would give \(AP=PA\), which is `hc`. But \((AP)_{ji}=A_{ji}P_{ii}=1\) and \((PA)_{ji}=P_{jj}A_{ji}=0\).

`projector_witness` identifies the two-level example as this construction with two sites: `matP` is an orthogonal projector, `matB = matA + matP`, and the entry in the second row and first column is \(1\) for \(AP\) and \(0\) for \(PA\).
